# A nonzero explicit Euler step from a non-stationary pure state has a negative eigenvalue if every jump operator has that state as an eigenvector

An atom whose only dissipative process is spontaneous decay sits in its ground state when a laser that couples this state to an excited one is switched on. Its density matrix obeys a Lindblad equation dρ/dt = G(ρ), and a program advances it by ρ + hG(ρ). Is the new matrix still a density matrix if h is small enough?

For this atom it is not, at any h ≠ 0. Let P = ψψ† be a pure state of a finite-dimensional system with Hermitian H, let ψ be an eigenvector of every jump operator, and let G(P) ≠ 0. Then P + hG(P) has the eigenvalue

μ = (1 − √(1 + 2h² Tr G(P)²))/2 < 0.

In such a Markovian model, the first Euler step already assigns a negative probability to some state. For small h this is of order h², so a shorter step reduces the defect without removing it.

## The generator and its Euler step

States and operators are complex matrices over a finite index type `n`, and `κ` labels the jump operators. Units have ħ = 1, and decay rates are absorbed into the L_k. If `κ` is empty, the system is closed.

```lean
import Mathlib

open Matrix
open scoped ComplexOrder

namespace LindbladEulerStep

noncomputable section

variable {n κ : Type*} [Fintype n] [Fintype κ]

/-- The matrix `ψ ψ†`, which is the density matrix of a pure state when `ψ` is a unit vector. -/
def pureState (ψ : n → ℂ) : Matrix n n ℂ := vecMulVec ψ (star ψ)

/-- The dissipator `L ρ L† - (L†L ρ + ρ L†L)/2` of one jump operator. -/
def dissipator (L ρ : Matrix n n ℂ) : Matrix n n ℂ :=
  L * ρ * Lᴴ - (1 / 2 : ℂ) • (Lᴴ * L * ρ + ρ * (Lᴴ * L))

/-- The Lindblad generator `-i[H, ρ]` plus the dissipators of all jump operators. -/
def lindblad (H : Matrix n n ℂ) (L : κ → Matrix n n ℂ) (ρ : Matrix n n ℂ) : Matrix n n ℂ :=
  (-Complex.I) • (H * ρ - ρ * H) + ∑ k, dissipator (L k) ρ

/-- One explicit Euler step `ρ + h G(ρ)` of the master equation. -/
def eulerStep (H : Matrix n n ℂ) (L : κ → Matrix n n ℂ) (h : ℝ) (ρ : Matrix n n ℂ) :
    Matrix n n ℂ := ρ + (h : ℂ) • lindblad H L ρ
```

The next definition names the form that G(P) will take, χψ† + ψχ†. This is a coherence in the usual sense when χ is orthogonal to ψ, which is shown below for a unit vector ψ. The one after it is μ as a function of h and a matrix; its real part converts the trace to a real number.

```lean
/-- The matrix `χ ψ† + ψ χ†` of coherences between `ψ` and `χ`. -/
def coherence (ψ χ : n → ℂ) : Matrix n n ℂ := vecMulVec χ (star ψ) + vecMulVec ψ (star χ)

/-- The number `(1 - √(1 + 2 h² Re Tr A²)) / 2` for a step size `h` and a velocity matrix `A`. -/
def lowerRoot (h : ℝ) (A : Matrix n n ℂ) : ℝ :=
  (1 - √(1 + 2 * h ^ 2 * (A * A).trace.re)) / 2
```

Two auxiliary facts follow: how an outer product acts on a vector, and that χ†χ is a positive real number for χ ≠ 0.

```lean
/-- An outer product `a bᵀ` sends `c` to the multiple `b · c` of `a`. -/
theorem outer_mulVec (a b c : n → ℂ) : vecMulVec a b *ᵥ c = (b ⬝ᵥ c) • a := by
  ext i
  simp only [mulVec, dotProduct, vecMulVec_apply, Pi.smul_apply, smul_eq_mul, Finset.sum_mul]
  exact Finset.sum_congr rfl fun _ _ => by ring

/-- The squared norm `χ†χ` of a nonzero vector is a positive real number. -/
theorem normSq_pos {χ : n → ℂ} (hχ : χ ≠ 0) : ∃ r : ℝ, 0 < r ∧ star χ ⬝ᵥ χ = (r : ℂ) := by
  refine ⟨∑ i, Complex.normSq (χ i), ?_, ?_⟩
  · obtain ⟨i, hi⟩ := Function.ne_iff.mp hχ
    exact Finset.sum_pos' (fun j _ => Complex.normSq_nonneg _)
      ⟨i, Finset.mem_univ i, Complex.normSq_pos.mpr hi⟩
  · simp only [dotProduct, Complex.ofReal_sum, Complex.normSq_eq_conj_mul_self]
    rfl
```

## Jumps leave the state alone: `hL`

The condition L_k ψ = l_k ψ says that a jump returns the same state, or cannot occur if l_k = 0. The ground state under decay is of the second kind. For one jump operator,

LPL† = |l|² ψψ†
L†LP = l (L†ψ)ψ†
PL†L = ψ(l L†ψ)†.

The dissipator is therefore cψ† + ψc† with

c = (|l|² ψ − l L†ψ)/2.

The lemma computes the same three products as `h1`, `h2` and `h3`, then compares entries.

```lean
/-- If `L ψ = l ψ`, the dissipator of `L` turns `ψ ψ†` into pure coherence between `ψ` and
the vector `(|l|² ψ - l L†ψ)/2`. -/
theorem dissipator_pureState {L : Matrix n n ℂ} {ψ : n → ℂ} {l : ℂ} (hL : L *ᵥ ψ = l • ψ) :
    dissipator L (pureState ψ) =
      coherence ψ ((1 / 2 : ℂ) • ((l * star l) • ψ - l • (Lᴴ *ᵥ ψ))) := by
  have h1 : L * pureState ψ * Lᴴ = vecMulVec (l • ψ) (star (l • ψ)) := by
    rw [pureState, mul_vecMulVec, vecMulVec_mul, ← star_mulVec, hL]
  have h2 : Lᴴ * L * pureState ψ = vecMulVec (l • (Lᴴ *ᵥ ψ)) (star ψ) := by
    rw [pureState, mul_vecMulVec, ← mulVec_mulVec, hL, mulVec_smul]
  have h3 : pureState ψ * (Lᴴ * L) = vecMulVec ψ (star (l • (Lᴴ *ᵥ ψ))) := by
    rw [pureState, vecMulVec_mul, ← mulVec_smul, ← hL, star_mulVec, star_mulVec,
      conjTranspose_conjTranspose, vecMul_vecMul]
  rw [dissipator, h1, h2, h3]
  ext i j
  simp [coherence, vecMulVec_apply]
  ring
```

Without this hypothesis the step can stay positive. Take H = 0, L = σ_z and ψ = (1, 1)/√2. Then G(P) = −σₓ, and the step has eigenvalues h and 1 − h, both nonnegative for 0 ≤ h ≤ 1, although the state is not stationary. This counterexample and the one for H below are short matrix calculations that the Lean file does not contain.

## The Hamiltonian is Hermitian: `hH`

Hermiticity makes the mean energy E = ψ†Hψ real, so E can be subtracted inside the commutator:

−i(HP − PH) = c₀ψ† + ψc₀†, with c₀ = −i(H − E)ψ.

Here ψ†c₀ = −i(E − E) = 0. The dissipator vectors are orthogonal to ψ too: ψ†L_k†ψ = (L_kψ)†ψ is the conjugate of l_k, so ψ†c_k = (|l_k|² − |l_k|²)/2 = 0. With χ = c₀ + Σ_k c_k,

G(P) = χψ† + ψχ†, ψ†χ = 0.

In the proof, `hEr` is the reality of E, `hc` the orthogonality of each c_k, and `hcoh` the sum over dissipators.

```lean
/-- For Hermitian `H` and a unit vector `ψ` that is an eigenvector of every jump operator, the
initial velocity of `ψ ψ†` is pure coherence between `ψ` and a vector orthogonal to it. -/
theorem lindblad_pureState {H : Matrix n n ℂ} {L : κ → Matrix n n ℂ} {ψ : n → ℂ}
    (hH : H.IsHermitian) (hψ : star ψ ⬝ᵥ ψ = 1) (hL : ∀ k, ∃ l : ℂ, L k *ᵥ ψ = l • ψ) :
    ∃ χ : n → ℂ, star ψ ⬝ᵥ χ = 0 ∧ lindblad H L (pureState ψ) = coherence ψ χ := by
  choose l hl using hL
  -- the mean energy is real
  obtain ⟨E, hE⟩ : ∃ E : ℂ, star ψ ⬝ᵥ H *ᵥ ψ = E := ⟨_, rfl⟩
  have hEr : (starRingEnd ℂ) E = E := by
    have h1 : star (H *ᵥ ψ) ⬝ᵥ ψ = star E := by rw [Matrix.star_dotProduct, hE]
    rw [star_mulVec, hH.eq, ← dotProduct_mulVec, hE] at h1
    exact h1.symm
  let c : κ → n → ℂ := fun k =>
    (1 / 2 : ℂ) • ((l k * star (l k)) • ψ - l k • ((L k)ᴴ *ᵥ ψ))
  have hc : ∀ k, star ψ ⬝ᵥ c k = 0 := by
    intro k
    have h1 : star ψ ⬝ᵥ (L k)ᴴ *ᵥ ψ = star (l k) := by
      rw [dotProduct_mulVec, ← star_mulVec, hl, star_smul, smul_dotProduct, hψ, smul_eq_mul,
        mul_one]
    simp only [c, dotProduct_smul, dotProduct_sub, h1, hψ, smul_eq_mul]
    ring
  have hsum : star ψ ⬝ᵥ ∑ k, c k = ∑ k, star ψ ⬝ᵥ c k := by
    simp only [dotProduct, Finset.sum_apply, Finset.mul_sum]
    exact Finset.sum_comm
  have hcoh : ∑ k, dissipator (L k) (pureState ψ) = coherence ψ (∑ k, c k) := by
    rw [Finset.sum_congr rfl fun k _ => dissipator_pureState (hl k)]
    ext i j
    simp only [coherence, Matrix.sum_apply, Matrix.add_apply, vecMulVec_apply, Pi.star_apply,
      Finset.sum_apply, star_sum, Finset.sum_mul, Finset.mul_sum, Finset.sum_add_distrib, c]
  refine ⟨(-Complex.I) • (H *ᵥ ψ - E • ψ) + ∑ k, c k, ?_, ?_⟩
  · rw [dotProduct_add, hsum, Finset.sum_eq_zero fun k _ => hc k, dotProduct_smul,
      dotProduct_sub, dotProduct_smul, hE, hψ]
    simp
  · have h1 : H * pureState ψ = vecMulVec (H *ᵥ ψ) (star ψ) := by
      rw [pureState, mul_vecMulVec]
    have h2 : pureState ψ * H = vecMulVec ψ (star (H *ᵥ ψ)) := by
      rw [pureState, vecMulVec_mul, star_mulVec, hH.eq]
    rw [lindblad, hcoh, h1, h2]
    generalize H *ᵥ ψ = w
    generalize ∑ k, c k = d
    ext i j
    simp only [coherence, Matrix.add_apply, Matrix.sub_apply, Matrix.smul_apply,
      vecMulVec_apply, Pi.star_apply, Pi.add_apply, Pi.sub_apply, Pi.smul_apply, smul_eq_mul,
      Complex.star_def, map_add, map_sub, map_mul, map_neg, Complex.conj_I, hEr]
    ring
```

If H may be any matrix, the eigenvalue need not be negative. With H = iσₓ, no jump operators and ψ = (1, 0), the step has rows (1, −h) and (h, 0). Its eigenvalues (1 ± √(1 − 4h²))/2 are positive for 0 < |h| ≤ 1/2.

## The state is normalised: `hψ`

Unit length means total probability one. It was used for ψ†c_k = 0, and it now gives the action of G(P) on ψ and χ. With r = χ†χ,

G(P)ψ = χ
G(P)χ = rψ
G(P)² = rψψ† + χχ†.

Hence Tr G(P)² = 2r. The lemma proves these statements for any χ orthogonal to ψ.

```lean
/-- For a unit vector `ψ` and `χ` orthogonal to it, the coherence matrix sends `ψ` to `χ` and `χ` to
`(χ†χ) ψ`, and the trace of its square is `2 χ†χ`. -/
theorem coherence_action {ψ χ : n → ℂ} (hψ : star ψ ⬝ᵥ ψ = 1) (hχ : star ψ ⬝ᵥ χ = 0) :
    coherence ψ χ *ᵥ ψ = χ ∧ coherence ψ χ *ᵥ χ = (star χ ⬝ᵥ χ) • ψ ∧
      (coherence ψ χ * coherence ψ χ).trace = 2 * (star χ ⬝ᵥ χ) := by
  have h0 : star χ ⬝ᵥ ψ = 0 := by rw [Matrix.star_dotProduct, hχ, star_zero]
  have h1 : coherence ψ χ *ᵥ ψ = χ := by
    rw [coherence, add_mulVec, outer_mulVec, outer_mulVec, hψ, h0, one_smul, zero_smul, add_zero]
  have h2 : coherence ψ χ *ᵥ χ = (star χ ⬝ᵥ χ) • ψ := by
    rw [coherence, add_mulVec, outer_mulVec, outer_mulVec, hχ, zero_smul, zero_add]
  refine ⟨h1, h2, ?_⟩
  have h3 : coherence ψ χ * coherence ψ χ =
      vecMulVec ((star χ ⬝ᵥ χ) • ψ) (star ψ) + vecMulVec χ (star χ) := by
    conv_lhs => rw [show coherence ψ χ * coherence ψ χ = coherence ψ χ *
      (vecMulVec χ (star ψ) + vecMulVec ψ (star χ)) from rfl]
    rw [Matrix.mul_add, mul_vecMulVec, mul_vecMulVec, h1, h2]
  rw [h3, trace_add, trace_vecMulVec, trace_vecMulVec, smul_dotProduct, dotProduct_comm ψ, hψ,
    dotProduct_comm χ, smul_eq_mul]
  ring
```

For a nonzero ψ with ψ†ψ = s the step still has a negative eigenvalue, but its value becomes (s − √(s² + 2h² Tr G(P)²))/2.

## The state moves and time advances: `hG` and `hh`

The hypothesis `hG` says that P is not stationary, which forces χ ≠ 0 and r > 0. In dimension one there is no such χ, so every state is stationary. The hypothesis `hh` excludes only h = 0; backward steps are allowed.

Apply the step to v = μψ + hχ. Since Pψ = ψ and Pχ = 0,

(P + hG(P))v = (μ + h²r)ψ + hμχ.

This equals μv when μ² = μ + h²r. The lower root is

μ = (1 − √(1 + 4h²r))/2,

which is negative because h²r > 0. Also v ≠ 0, because ψ†v = μ ≠ 0.

In Lean, `hneg` is the sign, `hquad` the quadratic equation, and the last `linear_combination` matches the coefficients of ψ.

```lean
/-- Let `H` be Hermitian and `ψ` a unit vector that is an eigenvector of every jump operator,
with `ψ ψ†` not stationary. Then for every step size `h ≠ 0` the Euler step from `ψ ψ†` has the
negative eigenvalue `(1 - √(1 + 2 h² Re Tr G(ψ ψ†)²)) / 2`. -/
theorem eulerStep_negative_eigenvalue {H : Matrix n n ℂ} {L : κ → Matrix n n ℂ} {ψ : n → ℂ}
    (hH : H.IsHermitian) (hψ : star ψ ⬝ᵥ ψ = 1) (hL : ∀ k, ∃ l : ℂ, L k *ᵥ ψ = l • ψ)
    (hG : lindblad H L (pureState ψ) ≠ 0) {h : ℝ} (hh : h ≠ 0) :
    lowerRoot h (lindblad H L (pureState ψ)) < 0 ∧
      ∃ v : n → ℂ, v ≠ 0 ∧ eulerStep H L h (pureState ψ) *ᵥ v =
        (lowerRoot h (lindblad H L (pureState ψ)) : ℂ) • v := by
  obtain ⟨χ, hχ, hA⟩ := lindblad_pureState hH hψ hL
  obtain ⟨hTψ, hTχ, htr⟩ := coherence_action hψ hχ
  have hχ0 : χ ≠ 0 := by
    rintro rfl
    apply hG
    rw [hA]
    ext i j
    simp [coherence]
  obtain ⟨r, hr, hN⟩ := normSq_pos hχ0
  have hre : (coherence ψ χ * coherence ψ χ).trace.re = 2 * r := by
    rw [htr, hN]
    simp
  have hpos : 0 < h ^ 2 * r := by positivity
  rw [eulerStep, hA]
  -- the lower root solves the characteristic equation and is negative
  have hneg : lowerRoot h (coherence ψ χ) < 0 := by
    have h1 : 1 < √(1 + 2 * h ^ 2 * (2 * r)) :=
      (Real.lt_sqrt (by norm_num)).mpr (by nlinarith)
    rw [lowerRoot, hre]
    linarith
  have hquad : lowerRoot h (coherence ψ χ) ^ 2 = lowerRoot h (coherence ψ χ) + h ^ 2 * r := by
    have h1 : √(1 + 2 * h ^ 2 * (2 * r)) ^ 2 = 1 + 2 * h ^ 2 * (2 * r) :=
      Real.sq_sqrt (by positivity)
    rw [lowerRoot, hre]
    linear_combination h1 / 4
  generalize lowerRoot h (coherence ψ χ) = μ at hneg hquad ⊢
  have hquadC : (μ : ℂ) ^ 2 = μ + (h : ℂ) ^ 2 * r := by exact_mod_cast hquad
  refine ⟨hneg, (μ : ℂ) • ψ + (h : ℂ) • χ, ?_, ?_⟩
  · intro hv
    have h1 : star ψ ⬝ᵥ ((μ : ℂ) • ψ + (h : ℂ) • χ) = 0 := by rw [hv, dotProduct_zero]
    rw [dotProduct_add, dotProduct_smul, dotProduct_smul, hψ, hχ, smul_eq_mul, smul_eq_mul,
      mul_one, mul_zero, add_zero] at h1
    exact hneg.ne (by exact_mod_cast h1)
  · have hPψ : pureState ψ *ᵥ ψ = ψ := by rw [pureState, outer_mulVec, hψ, one_smul]
    have hPχ : pureState ψ *ᵥ χ = 0 := by rw [pureState, outer_mulVec, hχ, zero_smul]
    rw [add_mulVec, smul_mulVec, mulVec_add, mulVec_add, mulVec_smul, mulVec_smul, mulVec_smul,
      mulVec_smul, hPψ, hPχ, hTψ, hTχ, hN]
    ext i
    simp only [Pi.add_apply, Pi.smul_apply, Pi.zero_apply, smul_eq_mul]
    linear_combination (-(ψ i)) * hquadC
```

If `hG` or `hh` fails, the step returns P itself, which is positive semidefinite. For h ≠ 0 this gives an equivalence: the step is positive semidefinite exactly when G(P) = 0. In the forward direction, a negative μ would make v†(P + hG(P))v = μ v†v negative.

```lean
/-- For Hermitian `H`, a unit vector `ψ` that is an eigenvector of every jump operator, and any
step size `h ≠ 0`, the Euler step from `ψ ψ†` is positive semidefinite exactly when `ψ ψ†` is
stationary. -/
theorem eulerStep_posSemidef_iff {H : Matrix n n ℂ} {L : κ → Matrix n n ℂ} {ψ : n → ℂ}
    (hH : H.IsHermitian) (hψ : star ψ ⬝ᵥ ψ = 1) (hL : ∀ k, ∃ l : ℂ, L k *ᵥ ψ = l • ψ)
    {h : ℝ} (hh : h ≠ 0) :
    (eulerStep H L h (pureState ψ)).PosSemidef ↔ lindblad H L (pureState ψ) = 0 := by
  constructor
  · intro hp
    by_contra hG
    obtain ⟨hneg, v, hv, he⟩ := eulerStep_negative_eigenvalue hH hψ hL hG hh
    obtain ⟨r, hr, hN⟩ := normSq_pos hv
    -- the expectation value in the eigenvector would be negative
    have h1 := hp.dotProduct_mulVec_nonneg v
    rw [he, dotProduct_smul, hN, smul_eq_mul, ← Complex.ofReal_mul, Complex.zero_le_real] at h1
    exact absurd h1 (not_le_of_gt (mul_neg_of_neg_of_pos hneg hr))
  · intro h0
    rw [eulerStep, h0, smul_zero, add_zero]
    exact posSemidef_vecMulVec_self_star ψ
```

The theorems concern one explicit Euler step from a pure state; they say nothing about mixed initial states or other integrators.

## The driven atom at h = 3/8

For a resonant laser, in the rotating frame and the rotating-wave approximation, the Hamiltonian of a two-level atom is (Ω/2)σₓ, where Ω is the Rabi frequency and the phase of the excited state is chosen to make Ω positive. With time in units of 2/Ω this is H = σₓ. Take the ground state ψ = (1, 0) and a jump operator that sends (0, 1) to (1, 0) and annihilates ψ. Decay contributes nothing at first, and G(P) has rows (0, i) and (−i, 0). A program that stores ρ as an array and adds h times the computed G(ρ) obtains, at h = 3/8, the rows

(1, 3i/8)
(−3i/8, 0).

The excited population is still 0, but a coherence has appeared. The trace is 1 and the determinant −9/64, so the eigenvalues are 9/8 and −1/8. The formula agrees: (1 − √(1 + 9/16))/2 = −1/8. The normalised eigenvector (1, 3i)/√10 is a state with "probability" −1/8.

The final theorem verifies the hypotheses on H, ψ, the jump operator and G(P) for this atom, and evaluates the lower root for every h.

```lean
/-- The matrix `ψ ψ†` of a qubit vector `ψ = (a, b)`, written out in its four entries. -/
theorem pureState_pair (a b : ℂ) :
    pureState ![a, b] = !![a * star a, a * star b; b * star a, b * star b] := by
  ext i j
  fin_cases i <;> fin_cases j <;> rfl

/-- A qubit with Hamiltonian `σₓ` and a jump operator that annihilates `ψ = (1, 0)`: the state
`ψ ψ†` is not stationary, and the lower root for step size `h` is `(1 - √(1 + 4 h²)) / 2`. -/
theorem drivenQubit_witness (h : ℝ) :
    (!![0, 1; 1, 0] : Matrix (Fin 2) (Fin 2) ℂ).IsHermitian ∧
    star ![(1 : ℂ), 0] ⬝ᵥ ![1, 0] = 1 ∧
    (!![0, 1; 0, 0] : Matrix (Fin 2) (Fin 2) ℂ) *ᵥ ![1, 0] = (0 : ℂ) • ![1, 0] ∧
    lindblad !![0, 1; 1, 0] (fun _ : Unit => !![0, 1; 0, 0]) (pureState ![1, 0]) ≠ 0 ∧
    lowerRoot h (lindblad !![0, 1; 1, 0] (fun _ : Unit => !![0, 1; 0, 0])
      (pureState ![1, 0])) = (1 - √(1 + 4 * h ^ 2)) / 2 := by
  have hG : lindblad !![0, 1; 1, 0] (fun _ : Unit => !![0, 1; 0, 0]) (pureState ![1, 0]) =
      !![0, Complex.I; -Complex.I, 0] := by
    have hadj : (!![0, 1; 0, 0] : Matrix (Fin 2) (Fin 2) ℂ)ᴴ = !![0, 0; 1, 0] := by
      ext i j
      fin_cases i <;> fin_cases j <;> simp
    simp only [pureState_pair, lindblad, dissipator, hadj]
    ext i j
    fin_cases i <;> fin_cases j <;>
      simp
  refine ⟨?_, ?_, ?_, ?_, ?_⟩
  · ext i j
    fin_cases i <;> fin_cases j <;> simp
  · simp [dotProduct, Fin.sum_univ_succ]
  · ext i
    fin_cases i <;> simp [mulVec, dotProduct, Fin.sum_univ_succ]
  · rw [hG]
    intro h0
    have h1 := congrFun (congrFun h0 0) 1
    simp at h1
  · have ht : ((!![0, Complex.I; -Complex.I, 0] : Matrix (Fin 2) (Fin 2) ℂ) *
        !![0, Complex.I; -Complex.I, 0]).trace.re = 2 := by
      simp [trace_fin_two]
      norm_num
    rw [hG, lowerRoot, ht]
    ring_nf

end

end LindbladEulerStep
```

```lean
#print axioms LindbladEulerStep.eulerStep_negative_eigenvalue
-- 'LindbladEulerStep.eulerStep_negative_eigenvalue' depends on axioms: [propext, Classical.choice, Quot.sound]
#print axioms LindbladEulerStep.eulerStep_posSemidef_iff
-- 'LindbladEulerStep.eulerStep_posSemidef_iff' depends on axioms: [propext, Classical.choice, Quot.sound]
```
